# Sampling every M-th k point sums the intersite blocks of periodic images

In a DFT+U+V calculation, the code needs the occupation block between the orbitals of one atom and those of a neighbour that may lie in another unit cell. It gets this block by multiplying k-resolved occupation matrices by Bloch phases and averaging over the k mesh. A finite mesh cannot tell apart cells whose separation is a multiple of the mesh size, so the average also picks up blocks that belong to other cells. For fixed k-resolved matrices on a one-dimensional mesh containing $k=0$, the contamination caused by coarsening the mesh can be written down exactly.

## Coarse blocks as sums of fine blocks

Let the fine mesh have $ML$ points, with integers $M,L\ge 1$. Its points are $k_j=2\pi j/(ML)$ for $j=0,\dots,ML-1$, with the lattice constant set to one. At each point there is a complex matrix $n(j)$, whose rows belong to the orbitals of the first site and whose columns belong to those of the second. The integer $R$ labels the cell of the second site relative to the first. With the phase $w_N(x)=e^{2\pi i x/N}$, the fine-mesh block is

$$n_{ML}(R)=\frac{1}{ML}\sum_{j=0}^{ML-1} w_{ML}(jR)\,n(j).$$

The coarse mesh keeps every $M$-th point and uses the same matrices there:

$$n_L(R)=\frac1L\sum_{j=0}^{L-1} w_L(jR)\,n(Mj).$$

The two are related by

$$n_L(R)=\sum_{m=0}^{M-1} n_{ML}(R+mL).$$

The term $m=0$ is the fine-mesh block itself, and the others are the contamination. For orbital indices $a,b$ this gives

$$\bigl|[n_L(R)-n_{ML}(R)]_{ab}\bigr|\le\sum_{m=1}^{M-1}\bigl|[n_{ML}(R+mL)]_{ab}\bigr|.$$

## Where the blocks enter a DFT+U+V run

The intersite energy contains each block multiplied by its Hermitian conjugate and weighted by the interaction $V$; the corresponding potential contains the block linearly. An image block that has been folded onto $R$ therefore acts in the potential as if it were a bond to the neighbour in cell $R$.

Take $L=4$ and $M=3$. The coarse mesh uses the fine points $j=0,3,6,9$, and the block for the neighbour in cell $1$ becomes

$$n_4(1)=n_{12}(1)+n_{12}(5)+n_{12}(9).$$

Fine-mesh blocks repeat with period 12, so cell $9$ is the same as cell $-3$. The contamination thus comes from both sides. The block at $R=0$, which is the on-site block if both sites are the same atom of the cell, is affected in the same way, by the blocks at $4$ and $-4$.

For $M\ge2$, the folded cells all lie farther away than the requested one only if $|R|<L/2$. For $R=3$ on the four-point mesh, the folded cells include $-1$, which is closer than the cell requested.

A code that has stored the fine blocks can add them in this way to obtain what the coarse mesh would give from the same matrices, without another diagonalisation.

## From phase cancellation to folding

Phases multiply, and stretching the mesh and the argument together changes nothing:

$$w_N(x+y)=w_N(x)w_N(y),\qquad w_{cN}(cx)=w_N(x)\quad(c\ge1).$$

Next, consider $\sum_{m=0}^{N-1}w_N(xm)$ for an integer $x$. If $N$ divides $x$, every term is $1$ and the sum is $N$. Otherwise $w_N(x)\ne1$, and the geometric series gives

$$\sum_{m=0}^{N-1}w_N(x)^m=\frac{w_N(x)^N-1}{w_N(x)-1}=0,$$

because $w_N(x)^N=e^{2\pi i x}=1$.

Now insert the definition of the fine blocks into the sum over images and exchange the two sums:

$$\sum_{m=0}^{M-1}n_{ML}(R+mL)=\frac1{ML}\sum_{j=0}^{ML-1}\left[\sum_{m=0}^{M-1}w_{ML}(jR+jmL)\right]n(j).$$

By the two phase rules, $w_{ML}(jR+jmL)=w_{ML}(jR)\,w_M(jm)$. The bracket is therefore $M\,w_{ML}(jR)$ if $M$ divides $j$, and zero otherwise. The surviving points are $j=Mj'$ with $j'=0,\dots,L-1$, and for them $w_{ML}(Mj'R)=w_L(j'R)$. This leaves

$$\frac{M}{ML}\sum_{j'=0}^{L-1}w_L(j'R)\,n(Mj')=n_L(R).$$

Subtracting the term $m=0$ and applying the triangle inequality to each entry gives the error bound. If all the image blocks with $0<m<M$ vanish, the coarse block equals the fine one. The converse fails in general, since nonzero image blocks may cancel.

The contamination can be as large as an entire bond. Choose a matrix $A$, put $S=R+L$, and set $n(j)=w_{ML}(-jS)A$. The fine block at any cell $R'$ is then

$$n_{ML}(R')=\frac{1}{ML}\sum_{j=0}^{ML-1}w_{ML}\bigl(j(R'-S)\bigr)A,$$

which is $A$ if $ML$ divides $R'-S$ and zero otherwise. At $R'=R$ the difference is $-L$. For $M\ge2$ this is not a multiple of $ML$, so the fine block vanishes. On the coarse mesh the matrices become $n(Mj)=w_L(-jS)A$, and the same calculation requires only that $L$ divide $-L$. The coarse block at $R$ is the full $A$.

## One k point, and two

For $L=1$ the coarse mesh consists of $k=0$ alone. Then $n_1(R)=n(0)$ for every $R$: all cells receive the same block, which is the sum of the $M$ fine-mesh blocks. With $M=2$ this can be seen directly:

$$n_2(0)=\tfrac12[n(0)+n(1)],\qquad n_2(1)=\tfrac12[n(0)-n(1)],$$

and their sum is $n(0)$. For $M=1$ the meshes coincide and the error bound is zero.

## The Lean file

```lean
import Mathlib

namespace IntersiteFolding

variable {ι κ : Type*}

/-- The Bloch phase `exp(2πi x / N)` of a mesh with `N ≥ 1` points. -/
noncomputable def phase (N : ℕ) (x : ℤ) : ℂ :=
  Complex.exp (2 * Real.pi * Complex.I * x / N)

/-- The intersite block at lattice vector `R`: the inverse discrete Fourier transform of the
occupation matrices `n 0, …, n (N - 1)` on a mesh with `N ≥ 1` points. -/
noncomputable def siteBlock (N : ℕ) (n : ℕ → Matrix ι κ ℂ) (R : ℤ) : Matrix ι κ ℂ :=
  (N : ℂ)⁻¹ • ∑ j ∈ Finset.range N, phase N (j * R) • n j

/-- The k-resolved matrix `exp(-2πi j S / N) A` on a mesh with `N ≥ 1` points. -/
noncomputable def bond (N : ℕ) (S : ℤ) (A : Matrix ι κ ℂ) (j : ℕ) : Matrix ι κ ℂ :=
  phase N (-(j * S)) • A

/-- Bloch phases multiply when their arguments add. -/
theorem phase_add (N : ℕ) (x y : ℤ) : phase N (x + y) = phase N x * phase N y := by
  unfold phase
  rw [← Complex.exp_add]
  congr 1
  push_cast
  ring

/-- Refining the mesh and stretching the argument by the same factor `c ≥ 1` leaves the
phase unchanged. -/
theorem phase_scale (c N : ℕ) (hc : 0 < c) (x : ℤ) :
    phase (c * N) (c * x) = phase N x := by
  have hc' : (c : ℂ) ≠ 0 := by exact_mod_cast hc.ne'
  unfold phase
  congr 1
  push_cast
  rw [← mul_div_mul_left (2 * Real.pi * Complex.I * x : ℂ) (N : ℂ) hc']
  ring

/-- On a mesh with `N ≥ 1` points the phases `exp(2πi x m / N)` add up to `N` if `N`
divides `x`, and cancel otherwise. -/
theorem phase_sum {N : ℕ} (hN : 0 < N) (x : ℤ) :
    ∑ m ∈ Finset.range N, phase N (x * m) = if (N : ℤ) ∣ x then (N : ℂ) else 0 := by
  have hN' : (N : ℂ) ≠ 0 := by exact_mod_cast hN.ne'
  -- a phase is trivial exactly when the mesh size divides its argument
  have one_iff : ∀ y : ℤ, phase N y = 1 ↔ (N : ℤ) ∣ y := by
    intro y
    rw [phase, Complex.exp_eq_one_iff]
    constructor
    · rintro ⟨q, hq⟩
      refine ⟨q, ?_⟩
      have h : (y : ℂ) = N * q := by
        apply mul_left_cancel₀ Complex.two_pi_I_ne_zero
        rw [div_eq_iff hN'] at hq
        linear_combination hq
      exact_mod_cast h
    · rintro ⟨q, rfl⟩
      refine ⟨q, ?_⟩
      rw [div_eq_iff hN']
      push_cast
      ring
  have hp : ∀ m : ℕ, phase N (x * m) = phase N x ^ m := by
    intro m
    unfold phase
    rw [← Complex.exp_nat_mul]
    congr 1
    push_cast
    ring
  -- the sum is geometric
  rw [Finset.sum_congr rfl (fun m _ => hp m)]
  split_ifs with h
  · rw [(one_iff x).2 h]
    simp
  · have h1 : phase N x ≠ 1 := fun e => h ((one_iff x).1 e)
    have h2 : phase N x ^ N = 1 := by
      rw [← hp, one_iff]
      exact dvd_mul_left _ _
    rw [geom_sum_eq h1, h2]
    simp

/-- Keeping only the points of a mesh of `M * L` points that are divisible by `M ≥ 1` is the
same as summing over the coarse mesh of `L` points. -/
theorem sum_multiples {E : Type*} [AddCommMonoid E] {M : ℕ} (hM : 0 < M) (L : ℕ)
    (f : ℕ → E) :
    ∑ j ∈ Finset.range (M * L), (if M ∣ j then f j else 0)
      = ∑ j ∈ Finset.range L, f (M * j) := by
  rw [← Finset.sum_filter]
  symm
  refine Finset.sum_nbij (fun j => M * j) ?_ ?_ ?_ ?_
  · intro j hj
    have hj' := Finset.mem_range.1 hj
    exact Finset.mem_filter.2 ⟨Finset.mem_range.2 (by nlinarith), dvd_mul_right M j⟩
  · intro a _ b _ h
    exact Nat.eq_of_mul_eq_mul_left hM h
  · intro b hb
    obtain ⟨hb1, c, rfl⟩ := Finset.mem_filter.1 (Finset.mem_coe.1 hb)
    have hc : c < L := by
      by_contra h
      exact absurd (Finset.mem_range.1 hb1)
        (not_lt_of_ge (Nat.mul_le_mul_left M (not_lt.mp h)))
    exact ⟨c, Finset.mem_coe.2 (Finset.mem_range.2 hc), rfl⟩
  · intro j _
    rfl

/-- Folding of intersite blocks: for `M, L ≥ 1`, the block at `R` computed from every `M`-th
k point is the sum of the fine-mesh blocks at `R, R + L, …, R + (M - 1) L`. -/
theorem coarse_block_eq_sum_images {M L : ℕ} (hM : 0 < M) (hL : 0 < L)
    (n : ℕ → Matrix ι κ ℂ) (R : ℤ) :
    siteBlock L (fun j => n (M * j)) R
      = ∑ m ∈ Finset.range M, siteBlock (M * L) n (R + m * L) := by
  have hM' : (M : ℂ) ≠ 0 := by exact_mod_cast hM.ne'
  -- summing over the images selects the k points of the coarse mesh
  have key : ∀ j : ℕ, ∑ m ∈ Finset.range M, phase (M * L) (j * (R + m * L))
      = if M ∣ j then (M : ℂ) * phase (M * L) (j * R) else 0 := by
    intro j
    have h : ∀ m : ℕ, phase (M * L) (j * (R + m * L))
        = phase (M * L) (j * R) * phase M ((j : ℤ) * m) := by
      intro m
      have hs := phase_scale L M hL ((j : ℤ) * m)
      rw [mul_comm L M] at hs
      rw [show (j : ℤ) * (R + m * L) = j * R + L * (j * m) by ring, phase_add, hs]
    rw [Finset.sum_congr rfl (fun m _ => h m), ← Finset.mul_sum, phase_sum hM]
    simp only [Int.natCast_dvd_natCast]
    split_ifs <;> ring
  have hc : ((M * L : ℕ) : ℂ)⁻¹ * M = (L : ℂ)⁻¹ := by
    rw [Nat.cast_mul, mul_inv, mul_right_comm, inv_mul_cancel₀ hM', one_mul]
  simp only [siteBlock]
  rw [← Finset.smul_sum, Finset.sum_comm]
  simp only [← Finset.sum_smul, key, ite_smul, zero_smul]
  rw [sum_multiples hM L (fun j => ((M : ℂ) * phase (M * L) (j * R)) • n j),
    Finset.smul_sum, Finset.smul_sum]
  refine Finset.sum_congr rfl fun j _ => ?_
  have hs : phase (M * L) (((M * j : ℕ) : ℤ) * R) = phase L (j * R) := by
    rw [← phase_scale M L hM (j * R)]
    congr 1
    push_cast
    ring
  simp only [hs, smul_smul]
  rw [← mul_assoc, hc]

/-- For `M, L ≥ 1`, each entry of the coarse-mesh block differs from the fine-mesh one by at
most the summed magnitudes of that entry in the blocks at `R + m L`, `0 < m < M`. -/
theorem coarse_error_le {M L : ℕ} (hM : 0 < M) (hL : 0 < L)
    (n : ℕ → Matrix ι κ ℂ) (R : ℤ) (a : ι) (b : κ) :
    ‖siteBlock L (fun j => n (M * j)) R a b - siteBlock (M * L) n R a b‖
      ≤ ∑ m ∈ Finset.Ico 1 M, ‖siteBlock (M * L) n (R + m * L) a b‖ := by
  -- the term m = 0 is the fine-mesh block itself
  have h : siteBlock L (fun j => n (M * j)) R - siteBlock (M * L) n R
      = ∑ m ∈ Finset.Ico 1 M, siteBlock (M * L) n (R + m * L) := by
    rw [coarse_block_eq_sum_images hM hL, Finset.range_eq_Ico,
      Finset.sum_eq_sum_Ico_succ_bot hM]
    simp only [Nat.cast_zero, zero_mul, add_zero, zero_add, add_sub_cancel_left]
  rw [← Matrix.sub_apply, h, Matrix.sum_apply]
  exact norm_sum_le _ _

/-- For `M, L ≥ 1`, if the fine-mesh blocks at `R + m L` vanish for `0 < m < M`, then the
coarse-mesh block at `R` equals the fine-mesh one. -/
theorem coarse_exact {M L : ℕ} (hM : 0 < M) (hL : 0 < L)
    (n : ℕ → Matrix ι κ ℂ) (R : ℤ)
    (h : ∀ m : ℕ, 0 < m → m < M → siteBlock (M * L) n (R + m * L) = 0) :
    siteBlock L (fun j => n (M * j)) R = siteBlock (M * L) n R := by
  rw [coarse_block_eq_sum_images hM hL,
    Finset.sum_eq_single_of_mem 0 (Finset.mem_range.2 hM)]
  · simp
  · intro m hm h0
    exact h m (Nat.pos_of_ne_zero h0) (Finset.mem_range.1 hm)

/-- On a mesh with `N ≥ 1` points, the matrix `exp(-2πi j S / N) A` has the block `A` at `S`
and its translates by multiples of `N`, and zero blocks elsewhere. -/
theorem siteBlock_bond {N : ℕ} (hN : 0 < N) (S R : ℤ) (A : Matrix ι κ ℂ) :
    siteBlock N (bond N S A) R = if (N : ℤ) ∣ R - S then A else 0 := by
  have hN' : (N : ℂ) ≠ 0 := by exact_mod_cast hN.ne'
  have h : ∀ j : ℕ, phase N (j * R) • bond N S A j = phase N ((R - S) * j) • A := by
    intro j
    rw [bond, smul_smul, ← phase_add,
      show (j : ℤ) * R + -(j * S) = (R - S) * j by ring]
  rw [siteBlock, Finset.sum_congr rfl (fun j _ => h j), ← Finset.sum_smul, phase_sum hN]
  split_ifs
  · rw [smul_smul, inv_mul_cancel₀ hN', one_smul]
  · simp

/-- A ghost bond: for `M ≥ 2` and `L ≥ 1`, a bond `A` placed at `R + L` gives a zero block at
`R` on the fine mesh, but the full block `A` at `R` on the coarse mesh. -/
theorem ghost_bond {M L : ℕ} (hM : 1 < M) (hL : 0 < L) (R : ℤ) (A : Matrix ι κ ℂ) :
    siteBlock (M * L) (bond (M * L) (R + L) A) R = 0 ∧
      siteBlock L (fun j => bond (M * L) (R + L) A (M * j)) R = A := by
  have hM0 : 0 < M := by omega
  constructor
  · rw [siteBlock_bond (Nat.mul_pos hM0 hL), if_neg]
    intro h
    rw [show R - (R + (L : ℤ)) = -(L : ℤ) by ring, dvd_neg,
      Int.natCast_dvd_natCast] at h
    have hle := Nat.le_of_dvd hL h
    nlinarith
  · -- sampling a bond on the coarse mesh gives the coarse-mesh bond
    have hb : (fun j => bond (M * L) (R + L) A (M * j)) = bond L (R + L) A := by
      funext j
      unfold bond
      rw [← phase_scale M L hM0 (-(j * (R + L))),
        show -(((M * j : ℕ) : ℤ) * (R + L)) = M * -(j * (R + L)) by push_cast; ring]
    rw [hb, siteBlock_bond hL, if_pos]
    exact ⟨-1, by ring⟩

end IntersiteFolding
```

```lean
#print axioms IntersiteFolding.coarse_block_eq_sum_images
-- 'IntersiteFolding.coarse_block_eq_sum_images' depends on axioms: [propext, Classical.choice, Quot.sound]
#print axioms IntersiteFolding.coarse_error_le
-- 'IntersiteFolding.coarse_error_le' depends on axioms: [propext, Classical.choice, Quot.sound]
#print axioms IntersiteFolding.coarse_exact
-- 'IntersiteFolding.coarse_exact' depends on axioms: [propext, Classical.choice, Quot.sound]
#print axioms IntersiteFolding.ghost_bond
-- 'IntersiteFolding.ghost_bond' depends on axioms: [propext, Classical.choice, Quot.sound]
```

## Reading the definitions and theorems

`phase N x` is $w_N(x)$, and `siteBlock N n R` is the block at $R$ from a mesh of $N$ points. The positive sign in the exponent and the prefactor $1/N$ are fixed by these definitions. The sign suits k-resolved matrices with entries of the form $f\,\langle\psi_k|\phi_a\rangle\langle\phi_b|\psi_k\rangle$, summed over bands, where $f$ is the occupation of the Bloch state $\psi_k$ and $\phi_a,\phi_b$ are the orbitals of the first and second site. If a code stores the complex conjugates of these entries, the phase is $e^{-ikR}$ instead, and the folding identity keeps the same form. The type `Matrix ι κ ℂ` allows the two sites to carry different numbers of orbitals. The cell label `R` is an integer and may be negative.

The data are a function `n : ℕ → Matrix ι κ ℂ`, of which only the values on the mesh are used. The coarse mesh appears as `fun j => n (M * j)`, which says that both meshes read the same matrices.

`coarse_block_eq_sum_images` is the folding identity for all $M,L\ge1$. `coarse_error_le` is the entrywise bound, with `Finset.Ico 1 M` denoting the images $1\le m<M$. `coarse_exact` states that vanishing image blocks suffice for agreement at the chosen $R$. `ghost_bond` contains both halves of the single-bond example, where `bond` supplies the k-resolved matrix.

## How the lemmas carry the argument

`phase_add` and `phase_scale` are the two phase rules. In `phase_sum`, the local statement `one_iff` shows that a phase equals one exactly when the mesh size divides its argument; `geom_sum_eq` then handles the cancelling case. `sum_multiples` relabels the surviving points $j=Mj'$ through a bijection between the two index sets.

In the main theorem, `key` evaluates the bracket from the derivation. `Finset.sum_comm` exchanges the sums over images and k points, `sum_multiples` passes to the coarse mesh, and `hc` reduces the prefactor $M/(ML)$ to $1/L$. The rule `phase_scale` is used twice: once to turn the image phase into $w_M(jm)$, and once to turn the remaining fine phase into a coarse one.

The error bound separates the term $m=0$ and ends with `norm_sum_le`, the triangle inequality for finite sums. `coarse_exact` keeps only that term. `siteBlock_bond` applies `phase_sum` to a single bond, and `ghost_bond` uses it on each mesh; for the coarse one it first shows that a sampled fine-mesh bond is again a coarse-mesh bond.

## Fixed matrices, one dimension, no mesh shift

The theorems hold for arbitrary complex matrices, so they need no assumption about band gaps, orbital overlap or the decay of the blocks. Nor do they supply such a decay: how small the contamination is depends on the material and the chosen orbitals. The matrix $A$ in the single-bond example is likewise arbitrary and need not come from a physical density matrix.

The shared data are the main restriction for a code. Two separate self-consistent runs generally arrive at different potentials, and in a metal the Fermi level can also change with the mesh. The matrices at common k points then differ, and that difference comes on top of the folding described here.

The reference is the fine mesh, not the infinite crystal, so the bound does not measure the error that remains in the fine blocks themselves. The file treats one lattice direction and a mesh that contains $k=0$; on a shifted mesh, the image blocks would enter with additional phases. Symmetry reduction of the k points and floating-point rounding are likewise left out of the model.
